# Dropping one of two product functions can raise or lower a diagonal element of the screened interaction

## Coulomb matrix, response and truncation

Take two real, orthonormal product functions, numbered 0 and 1. In this basis the Coulomb interaction and the static density response are real symmetric $2\times2$ matrices. Write the response as $-K$, and set

$$
v=\begin{pmatrix}a&b\\ b&d\end{pmatrix},\qquad
K=\begin{pmatrix}p&q\\ q&r\end{pmatrix},\qquad
W=v(1+Kv)^{-1}.
$$

Here $W$ is the statically screened interaction, and $-K$ is the response to the total potential, as in the random-phase approximation. The unit of $K$ is the inverse of the unit of $v$, so $Kv$ is dimensionless.

Truncation keeps function 0 only. It replaces $v$ by the number $a$ and $K$ by the number $p$ before screening, which gives

$$
w=\frac{a}{1+pa}.
$$

The question is how $w$ compares with the element $W_{00}$ of the full calculation.

Two positivity conditions carry the physics. The matrix $v$ is positive definite because every nonzero charge density in the basis has positive electrostatic energy. In the random-phase approximation $-K$ is the response of independent electrons, and $K$ is positive semidefinite because a static perturbation lowers their ground-state energy, or leaves it unchanged, at second order.

In many LAPW-based $GW$ calculations, $v$ and the response are represented in a mixed product basis, which is cut off in practice. In the present model, with two functions and prescribed static matrices, the smaller basis gives neither an upper nor a lower bound on $W_{00}$ in general.

## The error formula and its sign

Let $\Delta=ad-b^2$ be the determinant of $v$, and let $D=\det(1+Kv)$. If $1+pa$ and $D$ are nonzero, then

$$
(w-W_{00})(1+pa)D=rb^2+2abq-aq^2\Delta .
$$

Under the two positivity conditions, $1+pa$ and $D$ are positive. Truncation therefore raises the element when $rb^2+2abq>aq^2\Delta$ and lowers it when the inequality is reversed. Both cases occur:

| $v$ | $K$ | $W_{00}$ | $w$ |
|---|---|---|---|
| $\begin{pmatrix}1&0\\0&1\end{pmatrix}$ | $\begin{pmatrix}1&1\\1&1\end{pmatrix}$ | $2/3$ | $1/2$ |
| $\begin{pmatrix}2&1\\1&2\end{pmatrix}$ | $\begin{pmatrix}0&0\\0&1\end{pmatrix}$ | $5/3$ | $2$ |

## The same statements in Lean

`pair a b d` is the matrix $v$ and `pair p q r` is $K$; both are symmetric by construction. `screened v K` is $v(1+Kv)^{-1}$ for real square matrices of any finite size. `keepFirst` extracts the upper left entry as a $1\times1$ matrix, so the truncated calculation uses the same definition of screening as the full one. The final arguments `0 0` select the element $W_{00}$, or the only element of the truncated result.

Positivity is expressed through principal minors. For $v$ the hypotheses are `0 < a` and `b ^ 2 < a * d`, which together imply $d>0$. For $K$ they are `0 ≤ p`, `0 ≤ r` and `q ^ 2 ≤ p * r`.

The theorem `truncation_error` is the error formula, and it needs only the two nonvanishing conditions. The theorem `truncation_sign` contains two equivalences, one for raising and one for lowering. `no_fixed_sign` contains the four values in the table.

The entries of $K$ are given numbers. They are not computed from orbitals, and their positivity is assumed. Frequency dependence is absent, and the error and sign results concern one diagonal element for two functions.

## Solving for the two screened elements

Multiplying the definition of $W$ from the right by $1+Kv$ gives $W(1+Kv)=v$, which is the Dyson equation $W=v-WKv$. The matrix on the left is

$$
1+Kv=\begin{pmatrix}1+pa+qb&pb+qd\\ qa+rb&1+qb+rd\end{pmatrix},
$$

and its determinant is

$$
D=1+pa+2qb+rd+(pr-q^2)\Delta .
$$

The first row of $W(1+Kv)=v$ is a linear system for $W_{00}$ and $W_{01}$:

$$
\begin{aligned}
W_{00}(1+pa+qb)+W_{01}(qa+rb)&=a,\\
W_{00}(pb+qd)+W_{01}(1+qb+rd)&=b.
\end{aligned}
$$

Multiply the first equation by $1+qb+rd$, the second by $qa+rb$, and subtract. The element $W_{01}$ cancels, and

$$
W_{00}D=a(1+qb+rd)-b(qa+rb)=a+r\Delta .
$$

For one function the Dyson equation reads $w(1+pa)=a$. Hence

$$
\begin{aligned}
(w-W_{00})(1+pa)D
&=aD-(1+pa)(a+r\Delta)\\
&=2abq+ard-aq^2\Delta-r\Delta\\
&=rb^2+2abq-aq^2\Delta ,
\end{aligned}
$$

where the last step uses $ard-r\Delta=rb^2$.

## Why the determinant is positive

Evaluate the quadratic form of $K$ at the first column $(a,b)$ of $v$:

$$
F=pa^2+2qab+rb^2 .
$$

If $p=0$, then $q^2\le pr$ forces $q=0$, and $F=rb^2\ge0$. If $p>0$, then

$$
pF=(pa+qb)^2+(pr-q^2)b^2\ge0,
$$

so again $F\ge0$. The trace of $Kv$ is $pa+2qb+rd$, and

$$
a(pa+2qb+rd)=F+r\Delta\ge0 .
$$

Since $a>0$, the trace is nonnegative. The remaining term $(pr-q^2)\Delta$ in $D$ is also nonnegative, so $D\ge1$. Moreover $1+pa\ge1$, and the sign criterion follows from the error formula.

## Coulomb coupling and response coupling

Suppose first that $K$ is diagonal, so $q=0$. The right side of the error formula is $rb^2$, which is positive if $r>0$ and $b\ne0$. Function 1 then responds to a charge in function 0 through the Coulomb coupling $b$. Truncation removes this screening and raises the interaction.

Suppose instead that $v$ is diagonal, so $b=0$. The right side is $-a^2dq^2$, which is negative if $q\ne0$. Eliminating function 1 gives

$$
W_{00}=\frac{a}{1+p_{\mathrm{eff}}a},\qquad
p_{\mathrm{eff}}=p-\frac{q^2d}{1+rd}.
$$

A potential in function 0 induces charge in function 1, and the potential of that charge acts back and weakens the response of function 0. Truncation leaves out this back-action, so it overestimates the screening and lowers the interaction.

For the first row of the table, $D=3$ and $a+r\Delta=2$, so $W_{00}=2/3$, while $w=1/(1+1)=1/2$. For the second row, $\Delta=3$, $D=3$ and $a+r\Delta=5$, so $W_{00}=5/3$, while $w=2$.

## A response matrix that breaks the criterion

Nonnegative diagonal elements of $K$ do not suffice for the sign criterion, even when $1+Kv$ is invertible. Take $v=1$, $p=r=0$ and $q=2$, which violates $q^2\le pr$. The criterion compares $rb^2+2abq=0$ with $aq^2\Delta=4$ and would predict that truncation lowers the element. But $D=-3$, so $W_{00}=-1/3$, while $w=1$: truncation raises it. The error formula still holds; the negative determinant reverses the sign that one reads from it.

## The complete file

```lean
import Mathlib

open Matrix

namespace ProductBasisTruncation

noncomputable section

/-- The screened interaction `W = v (1 + K v)⁻¹` for Coulomb matrix `v` and static response `-K`,
with Lean's value zero for the inverse if `1 + K v` is singular. -/
def screened {n : Type*} [Fintype n] [DecidableEq n] (v K : Matrix n n ℝ) : Matrix n n ℝ :=
  v * (1 + K * v)⁻¹

/-- The real symmetric matrix with diagonal entries `x`, `z` and off-diagonal entry `y`,
in a basis of two product functions. -/
def pair (x y z : ℝ) : Matrix (Fin 2) (Fin 2) ℝ := !![x, y; y, z]

/-- Truncation of a matrix to the first of the two product functions. -/
def keepFirst (A : Matrix (Fin 2) (Fin 2) ℝ) : Matrix (Fin 1) (Fin 1) ℝ :=
  A.submatrix (fun _ => 0) (fun _ => 0)

/-- Dyson equation: if `1 + K v` is invertible, the screened interaction obeys
`W = v - W K v`. -/
theorem dyson {n : Type*} [Fintype n] [DecidableEq n] (v K : Matrix n n ℝ)
    (h : (1 + K * v).det ≠ 0) : screened v K = v - screened v K * K * v := by
  have h1 : screened v K * (1 + K * v) = v := by
    unfold screened
    rw [Matrix.mul_assoc, Matrix.nonsing_inv_mul _ (isUnit_iff_ne_zero.mpr h), Matrix.mul_one]
  rw [Matrix.mul_add, Matrix.mul_one, ← Matrix.mul_assoc] at h1
  exact eq_sub_of_add_eq h1

/-- The determinant of `1 + K v` for two product functions, in terms of the matrix entries. -/
theorem det_dielectric (a b d p q r : ℝ) :
    (1 + pair p q r * pair a b d).det =
      1 + p * a + 2 * q * b + r * d + (p * r - q ^ 2) * (a * d - b ^ 2) := by
  simp [pair, Matrix.det_fin_two]
  ring

/-- The first diagonal element of the full screened interaction, times the determinant of
`1 + K v`, equals `a + r det v`, provided that determinant is nonzero. -/
theorem screened_full (a b d p q r : ℝ) (h : (1 + pair p q r * pair a b d).det ≠ 0) :
    screened (pair a b d) (pair p q r) 0 0 * (1 + pair p q r * pair a b d).det =
      a + r * (a * d - b ^ 2) := by
  have e := dyson _ _ h
  rw [det_dielectric]
  generalize screened (pair a b d) (pair p q r) = W at e ⊢
  -- the first row of the Dyson equation is a linear system for two elements of `W`
  have h0 := congrFun (congrFun e 0) 0
  have h1 := congrFun (congrFun e 0) 1
  simp only [pair, Matrix.sub_apply, Matrix.mul_apply, Fin.sum_univ_two] at h0 h1
  simp at h0 h1
  linear_combination (1 + q * b + r * d) * h0 - (q * a + r * b) * h1

/-- With only the first product function kept, the screened interaction `w` satisfies
`w (1 + p a) = a`, provided `1 + p a` is nonzero. -/
theorem screened_first (a b d p q r : ℝ) (h : 1 + p * a ≠ 0) :
    screened (keepFirst (pair a b d)) (keepFirst (pair p q r)) 0 0 * (1 + p * a) = a := by
  have hd : (1 + keepFirst (pair p q r) * keepFirst (pair a b d)).det ≠ 0 := by
    simpa [keepFirst, pair, Matrix.det_fin_one, Matrix.mul_apply] using h
  have e := dyson _ _ hd
  generalize screened (keepFirst (pair a b d)) (keepFirst (pair p q r)) = w at e ⊢
  have h0 := congrFun (congrFun e 0) 0
  simp only [keepFirst, pair, Matrix.sub_apply, Matrix.mul_apply, Fin.sum_univ_one] at h0
  simp at h0
  linear_combination h0

/-- Exact truncation error of the first diagonal element of the screened interaction, times
`(1 + p a) det (1 + K v)`, when the second product function is dropped, provided both the full and
the truncated `1 + K v` are invertible. -/
theorem truncation_error (a b d p q r : ℝ) (h1 : 1 + p * a ≠ 0)
    (h2 : (1 + pair p q r * pair a b d).det ≠ 0) :
    (screened (keepFirst (pair a b d)) (keepFirst (pair p q r)) 0 0
        - screened (pair a b d) (pair p q r) 0 0)
      * ((1 + p * a) * (1 + pair p q r * pair a b d).det) =
      r * b ^ 2 + 2 * a * b * q - a * q ^ 2 * (a * d - b ^ 2) := by
  linear_combination (1 + pair p q r * pair a b d).det * screened_first a b d p q r h1
    - (1 + p * a) * screened_full a b d p q r h2 + a * det_dielectric a b d p q r

/-- For a positive definite Coulomb matrix and a positive semidefinite `K`, both expressed by
their principal minors, the determinant of `1 + K v` is positive. -/
theorem det_pos {a b d p q r : ℝ} (ha : 0 < a) (hv : b ^ 2 < a * d)
    (hp : 0 ≤ p) (hr : 0 ≤ r) (hK : q ^ 2 ≤ p * r) :
    0 < (1 + pair p q r * pair a b d).det := by
  -- the quadratic form of `K` at the first column of `v`
  have hform : 0 ≤ p * a ^ 2 + 2 * q * a * b + r * b ^ 2 := by
    rcases hp.eq_or_lt with h | h
    · subst h
      have hq : q = 0 := by
        have : q ^ 2 = 0 := le_antisymm (by linarith) (sq_nonneg q)
        exact pow_eq_zero_iff (two_ne_zero) |>.mp this
      subst hq
      have := mul_nonneg hr (sq_nonneg b)
      linarith
    · refine (mul_nonneg_iff_of_pos_left h).1 ?_
      have := mul_nonneg (sub_nonneg.2 hK) (sq_nonneg b)
      linarith [sq_nonneg (p * a + q * b)]
  -- hence the trace of `K v` is nonnegative
  have htr : 0 ≤ p * a + 2 * q * b + r * d := by
    refine (mul_nonneg_iff_of_pos_left ha).1 ?_
    have := mul_nonneg hr (sub_pos.2 hv).le
    linarith
  rw [det_dielectric]
  have := mul_nonneg (sub_nonneg.2 hK) (sub_pos.2 hv).le
  linarith

/-- Sign criterion: for positive definite `v` and positive semidefinite `K`, dropping the second
product function raises or lowers the first diagonal element of the screened interaction
according to whether `r b² + 2 a b q` is larger or smaller than `a q² det v`. -/
theorem truncation_sign {a b d p q r : ℝ} (ha : 0 < a) (hv : b ^ 2 < a * d)
    (hp : 0 ≤ p) (hr : 0 ≤ r) (hK : q ^ 2 ≤ p * r) :
    (screened (pair a b d) (pair p q r) 0 0
        < screened (keepFirst (pair a b d)) (keepFirst (pair p q r)) 0 0 ↔
      a * q ^ 2 * (a * d - b ^ 2) < r * b ^ 2 + 2 * a * b * q) ∧
    (screened (keepFirst (pair a b d)) (keepFirst (pair p q r)) 0 0
        < screened (pair a b d) (pair p q r) 0 0 ↔
      r * b ^ 2 + 2 * a * b * q < a * q ^ 2 * (a * d - b ^ 2)) := by
  have h1 : 0 < 1 + p * a := by positivity
  have h2 := det_pos ha hv hp hr hK
  have key := truncation_error a b d p q r h1.ne' h2.ne'
  have hP := mul_pos h1 h2
  generalize (1 + p * a) * (1 + pair p q r * pair a b d).det = P at key hP
  constructor
  · rw [← sub_pos, ← mul_pos_iff_of_pos_right hP, key, sub_pos]
  · rw [← sub_pos, ← mul_pos_iff_of_pos_right hP, ← neg_sub, neg_mul, key, neg_sub, sub_pos]

/-- If `K` is diagonal and positive semidefinite with `r > 0`, and the positive definite Coulomb
matrix couples the two functions, truncation raises the first diagonal element of the screened
interaction. -/
theorem raises_of_diagonal_response {a b d p r : ℝ} (ha : 0 < a) (hv : b ^ 2 < a * d)
    (hp : 0 ≤ p) (hr : 0 < r) (hb : b ≠ 0) :
    screened (pair a b d) (pair p 0 r) 0 0
      < screened (keepFirst (pair a b d)) (keepFirst (pair p 0 r)) 0 0 := by
  have hK : (0 : ℝ) ^ 2 ≤ p * r := by
    have := mul_nonneg hp hr.le
    linarith
  refine (truncation_sign ha hv hp hr.le hK).1.2 ?_
  have : 0 < r * b ^ 2 := by positivity
  linarith

/-- If the Coulomb matrix is diagonal and positive definite, and the positive semidefinite `K`
couples the two functions, truncation lowers the first diagonal element of the screened interaction.
-/
theorem lowers_of_diagonal_coulomb {a d p q r : ℝ} (ha : 0 < a) (hd : 0 < d)
    (hp : 0 ≤ p) (hK : q ^ 2 ≤ p * r) (hq : q ≠ 0) :
    screened (keepFirst (pair a 0 d)) (keepFirst (pair p q r)) 0 0
      < screened (pair a 0 d) (pair p q r) 0 0 := by
  have hq2 : 0 < q ^ 2 := by positivity
  have hr : 0 ≤ r := (pos_of_mul_pos_right (hq2.trans_le hK) hp).le
  have hv : (0 : ℝ) ^ 2 < a * d := by
    have := mul_pos ha hd
    linarith
  refine (truncation_sign ha hv hp hr hK).2.2 ?_
  have : 0 < a * q ^ 2 * (a * d) := by positivity
  linarith

/-- Truncation to the first function changes the first diagonal element of the screened interaction
from 2/3 to 1/2 for `v = 1`, `K = [[1,1],[1,1]]`, and from 5/3 to 2 for `v = [[2,1],[1,2]]`,
`K = diag(0,1)`. -/
theorem no_fixed_sign :
    (screened (pair 1 0 1) (pair 1 1 1) 0 0 = 2 / 3 ∧
      screened (keepFirst (pair 1 0 1)) (keepFirst (pair 1 1 1)) 0 0 = 1 / 2) ∧
    (screened (pair 2 1 2) (pair 0 0 1) 0 0 = 5 / 3 ∧
      screened (keepFirst (pair 2 1 2)) (keepFirst (pair 0 0 1)) 0 0 = 2) := by
  have h1 := screened_full 1 0 1 1 1 1 (by rw [det_dielectric]; norm_num)
  have h2 := screened_first 1 0 1 1 1 1 (by norm_num)
  have h3 := screened_full 2 1 2 0 0 1 (by rw [det_dielectric]; norm_num)
  have h4 := screened_first 2 1 2 0 0 1 (by norm_num)
  rw [det_dielectric] at h1 h3
  refine ⟨⟨?_, ?_⟩, ?_, ?_⟩ <;> linarith

end

end ProductBasisTruncation
```

```lean
#print axioms ProductBasisTruncation.raises_of_diagonal_response
#print axioms ProductBasisTruncation.lowers_of_diagonal_coulomb
#print axioms ProductBasisTruncation.no_fixed_sign
```

```
'ProductBasisTruncation.raises_of_diagonal_response' depends on axioms: [propext, Classical.choice, Quot.sound]
'ProductBasisTruncation.lowers_of_diagonal_coulomb' depends on axioms: [propext, Classical.choice, Quot.sound]
'ProductBasisTruncation.no_fixed_sign' depends on axioms: [propext, Classical.choice, Quot.sound]
```

## From the Dyson equation to the sign in the code

`dyson` first proves $W(1+Kv)=v$ by cancelling the inverse, then expands the product and rearranges. The hypothesis that the determinant is nonzero is needed because Lean assigns the value zero to the inverse of a singular matrix.

`det_dielectric` expands the $2\times2$ determinant. In `screened_full`, the command `generalize` replaces the screened matrix by an unspecified $W$ about which only the Dyson equation is known. The hypotheses `h0` and `h1` are the two equations of its first row. The final `linear_combination` multiplies them by `1 + q * b + r * d` and `q * a + r * b` and subtracts, which is the elimination of $W_{01}$ given above. `screened_first` treats the single equation for $w$ in the same way.

`truncation_error` combines three identities: $D$ times the equation for $w$, minus $1+pa$ times the equation for $W_{00}$, plus $a$ times the expansion of $D$. The tactic checks the remaining polynomial algebra.

`det_pos` follows the positivity argument. Its intermediate result `hform` is $F\ge0$, with the same split into $p=0$ and $p>0$, and `htr` is the nonnegative trace. In both, the lemma `mul_nonneg_iff_of_pos_left` removes a positive factor, $p$ in the first and $a$ in the second.

`truncation_sign` gives the name `P` to the positive product $(1+pa)D$. Multiplying a difference by `P` does not change its sign, so `key`, the error formula, turns each comparison of screened elements into a comparison of matrix entries. The second equivalence uses the same formula with both sides negated.

`raises_of_diagonal_response` and `lowers_of_diagonal_coulomb` apply this criterion to the two kinds of coupling. The second does not assume $r\ge0$, because $0<q^2\le pr$ and $p\ge0$ imply it. Finally, `no_fixed_sign` inserts the numbers into `screened_full` and `screened_first`. After the determinants are expanded, each value is the solution of one linear equation, which `linarith` finds without inverting a matrix.
